# A permutation of finitely many modes with phases is unitary and its permanent has modulus one

The theorem `phase_permutation_attains` concerns a matrix that sends each of finitely many modes to another by a permutation `π` and multiplies it by a phase, a complex number of modulus one. It states that this matrix, a diagonal matrix of phases with its columns permuted, is unitary and that its permanent has modulus exactly one. For non-interacting identical bosons, one in each mode, the permanent is the amplitude for finding one boson in each mode again, so this outcome has probability one. The attempt proves unitarity by multiplying the matrix by its conjugate transpose. For the permanent it uses the lemma `sum_perm_relabel` to remove the permutation, which leaves the product of the phases.

An attempt in Lean 4 with a fault in it:

```lean
import Mathlib

open Matrix Equiv
open scoped ComplexConjugate

namespace PhasePermutationAttains

noncomputable section

variable {m n α : Type*} [Fintype m] [Fintype n] [DecidableEq n] [Fintype α]

/-- Relabelling the columns of a square matrix by a permutation `τ` does not change its
permanent. -/
theorem sum_perm_relabel (G : Matrix n n ℂ) (τ : Perm n) :
    ∑ σ : Perm n, ∏ i, G (σ i) (τ i) = G.permanent := by
  rw [Matrix.permanent]
  refine Fintype.sum_equiv (Equiv.mulRight τ⁻¹) _ _ (fun σ => ?_)
  refine Fintype.prod_equiv τ _ _ (fun i => ?_)
  simp

omit [Fintype n] [DecidableEq n] in
/-- The one-particle overlaps between selected columns of `V` and of `W` form a block of
`Vᴴ W`. -/
theorem gram_submatrix (V W : Matrix m m ℂ) (p q : n → m) :
    (V.submatrix id p)ᴴ * W.submatrix id q = (Vᴴ * W).submatrix p q := by
  ext i j
  simp [Matrix.mul_apply]

/-- A permutation of the modes combined with phases `d i` of modulus one is unitary, and its
permanent has modulus exactly one. -/
theorem phase_permutation_attains (d : n → ℂ) (hd : ∀ i, ‖d i‖ = 1) (π : Perm n) :
    (Matrix.diagonal d).submatrix id π ∈ Matrix.unitaryGroup n ℂ ∧
      ‖((Matrix.diagonal d).submatrix id π).permanent‖ = 1 := by
  constructor
  · have hD : (Matrix.diagonal d)ᴴ * Matrix.diagonal d = 1 := by
      rw [Matrix.diagonal_conjTranspose, Matrix.diagonal_mul_diagonal, ← Matrix.diagonal_one]
      congr 1
      funext i
      have h := Complex.conj_mul' (d i)
      rw [hd i] at h
      exact h.trans (by norm_num)
    rw [Matrix.mem_unitaryGroup_iff', Matrix.star_eq_conjTranspose, gram_submatrix, hD,
      Matrix.submatrix_one _ π.injective]
  · have h : ((Matrix.diagonal d).submatrix id π).permanent = (Matrix.diagonal d).permanent :=
      sum_perm_relabel _ π
    rw [h, Matrix.permanent_diagonal, norm_prod]
    simp [hd]

end

end PhasePermutationAttains
```

Messages:

```
Main.lean:45:6: error: Type mismatch
  sum_perm_relabel ?m.186 π
has type
  ∑ σ, ∏ i, ?m.186 (σ i) (π i) = permanent ?m.186
but is expected to have type
  ((diagonal d).submatrix id ⇑π).permanent = (diagonal d).permanent
```

After these edits no error is left:

```diff
@@ -43,5 +43,7 @@
       Matrix.submatrix_one _ π.injective]
   · have h : ((Matrix.diagonal d).submatrix id π).permanent = (Matrix.diagonal d).permanent :=
-      sum_perm_relabel _ π
+      by
+        rw [← sum_perm_relabel (Matrix.diagonal d) π]
+        simp only [Matrix.permanent, Matrix.submatrix_apply, id_eq]
     rw [h, Matrix.permanent_diagonal, norm_prod]
     simp [hd]
```

The error says that `sum_perm_relabel _ π` does not have the type required of `h`. The right sides have the same form, but on the left the lemma has an explicit sum of products, while `h` has the permanent of the permuted matrix. The two agree once `permanent` and `submatrix` are unfolded, but Lean did not match them here. The matrix, left as `_`, still appears in the message as the unknown `?m.186`. The message does not say at which step the matching stopped.

The repair does not rely on this matching. It names the matrix, `Matrix.diagonal d`, and uses the lemma from right to left, which turns the permanent on the right of `h` into the explicit sum. Then `simp only` unfolds the remaining permanent with `Matrix.permanent`, and `Matrix.submatrix_apply` and `id_eq` write the entries of the permuted matrix as entries of the diagonal one. Both sides are then the same sum, and the goal closes.
